# Mode Grüneisen parameters in a crystal of equal, tension-free central-force bonds

When a crystal held together by central forces expands, the stiffness and the tension of its bonds generally change, and both changes can shift the vibrational frequencies. For one atom per cell and bonds of one common length that are tension-free before the expansion, the file below computes the Grüneisen parameter −d ln ω/d ln V of a mode with frequency ω > 0, where the volume V changes by uniform expansion.

In Lean 4 with Mathlib:

```lean
import Mathlib

open Matrix Topology

namespace CentralForceGruneisen

noncomputable section

variable {β : Type*} [Fintype β]

/-- The longitudinal matrix `A = ∑ c_b n_b n_bᵀ` of bonds with directions `n_b` and weights `c_b`. -/
def longitudinal (c : β → ℝ) (n : β → Fin 3 → ℝ) : Matrix (Fin 3) (Fin 3) ℝ :=
  ∑ b, c b • vecMulVec (n b) (n b)

/-- The transverse matrix `B = ∑ c_b (1 - n_b n_bᵀ)`. -/
def transverse (c : β → ℝ) (n : β → Fin 3 → ℝ) : Matrix (Fin 3) (Fin 3) ℝ :=
  ∑ b, c b • (1 - vecMulVec (n b) (n b))

/-- The dynamical matrix `D(r) = φ''(r) A + (φ'(r)/r) B` at bond length `r ≠ 0`. -/
def dynamical (φ : ℝ → ℝ) (c : β → ℝ) (n : β → Fin 3 → ℝ) (r : ℝ) :
    Matrix (Fin 3) (Fin 3) ℝ :=
  deriv (deriv φ) r • longitudinal c n + (deriv φ r / r) • transverse c n

/-- The mode Grüneisen parameter `-r ⟨e, D'(r) e⟩ / (6 l)` of a mode with unit polarisation vector
`e` and squared frequency `l ≠ 0`. -/
def modeGruneisen (φ : ℝ → ℝ) (c : β → ℝ) (n : β → Fin 3 → ℝ) (r l : ℝ)
    (e : Fin 3 → ℝ) : ℝ :=
  -r * (e ⬝ᵥ deriv (fun s => dynamical φ c n s *ᵥ e) r) / (6 * l)

variable {φ : ℝ → ℝ} {c : β → ℝ} {n : β → Fin 3 → ℝ} {r l : ℝ}

/-- The longitudinal form is the sum over bonds of the products `(n_b ⬝ x) (n_b ⬝ y)`, weighted with
`c_b`. -/
theorem longitudinal_form (x y : Fin 3 → ℝ) :
    x ⬝ᵥ longitudinal c n *ᵥ y = ∑ b, c b * ((n b ⬝ᵥ x) * (n b ⬝ᵥ y)) := by
  simp only [longitudinal, mulVec, dotProduct, Fin.sum_univ_three, Matrix.sum_apply,
    Matrix.smul_apply, vecMulVec_apply, smul_eq_mul, Finset.mul_sum, Finset.sum_mul,
    ← Finset.sum_add_distrib]
  refine Finset.sum_congr rfl fun b _ => ?_
  ring

/-- The transverse form is the total bond weight times the scalar product, less the
longitudinal form. -/
theorem transverse_form (x y : Fin 3 → ℝ) :
    x ⬝ᵥ transverse c n *ᵥ y = (∑ b, c b) * (x ⬝ᵥ y) - x ⬝ᵥ longitudinal c n *ᵥ y := by
  have h : transverse c n = (∑ b, c b) • (1 : Matrix (Fin 3) (Fin 3) ℝ) - longitudinal c n := by
    simp only [transverse, longitudinal, smul_sub, Finset.sum_sub_distrib, Finset.sum_smul]
  rw [h, Matrix.sub_mulVec, Matrix.smul_mulVec, Matrix.one_mulVec, dotProduct_sub,
    dotProduct_smul, smul_eq_mul]

/-- At an equilibrium bond length `r > 0` of a `C³` potential, the dynamical matrix has the
derivative `φ''' A + (φ''/r) B`, here applied to a fixed displacement `x`. -/
theorem hasDerivAt_dynamical (hφ : ContDiffAt ℝ 3 φ r) (hr : 0 < r) (h0 : deriv φ r = 0)
    (x : Fin 3 → ℝ) :
    HasDerivAt (fun s => dynamical φ c n s *ᵥ x)
      (deriv (deriv (deriv φ)) r • (longitudinal c n *ᵥ x)
        + (deriv (deriv φ) r / r) • (transverse c n *ᵥ x)) r := by
  have c1 : ContDiffAt ℝ 2 (deriv φ) r :=
    (hφ.fderiv_right (m := 2) (by norm_num)).clm_apply contDiffAt_const
  have c2 : ContDiffAt ℝ 1 (deriv (deriv φ)) r :=
    (c1.fderiv_right (m := 1) (by norm_num)).clm_apply contDiffAt_const
  have d1 := (c1.differentiableAt (by norm_num)).hasDerivAt
  have d2 := (c2.differentiableAt (by norm_num)).hasDerivAt
  -- the bond tension vanishes, so only its slope survives
  have hq : HasDerivAt (fun s => deriv φ s / s) (deriv (deriv φ) r / r) r := by
    refine (d1.fun_div (hasDerivAt_id' r) hr.ne').congr_deriv ?_
    rw [h0, zero_mul, sub_zero]
    field_simp
  have hf : (fun s => dynamical φ c n s *ᵥ x) = fun s =>
      deriv (deriv φ) s • (longitudinal c n *ᵥ x)
        + (deriv φ s / s) • (transverse c n *ᵥ x) := by
    funext s
    simp only [dynamical, Matrix.add_mulVec, Matrix.smul_mulVec]
  rw [hf]
  exact (d2.smul_const _).fun_add (hq.smul_const _)

/-- At equilibrium the squared frequency of a normalised mode is `φ'' ⟨e, A e⟩`. -/
theorem frequency_sq (h0 : deriv φ r = 0) {e : Fin 3 → ℝ} (hn : e ⬝ᵥ e = 1)
    (he : dynamical φ c n r *ᵥ e = l • e) :
    deriv (deriv φ) r * (e ⬝ᵥ longitudinal c n *ᵥ e) = l := by
  have h := congrArg (fun v => e ⬝ᵥ v) he
  simpa only [dynamical, h0, zero_div, zero_smul, add_zero, Matrix.smul_mulVec,
    dotProduct_smul, smul_eq_mul, hn, mul_one] using h

/-- For a normalised mode of nonzero frequency at an equilibrium bond length `r > 0` of a `C³`
potential, the Grüneisen parameter is `-r φ'''/(6 φ'') - ⟨e, B e⟩/(6 ⟨e, A e⟩)`. -/
theorem modeGruneisen_eq (hφ : ContDiffAt ℝ 3 φ r) (hr : 0 < r) (h0 : deriv φ r = 0)
    (hl : l ≠ 0) {e : Fin 3 → ℝ} (hn : e ⬝ᵥ e = 1)
    (he : dynamical φ c n r *ᵥ e = l • e) :
    modeGruneisen φ c n r l e = -r * deriv (deriv (deriv φ)) r / (6 * deriv (deriv φ) r)
      - (e ⬝ᵥ transverse c n *ᵥ e) / (6 * (e ⬝ᵥ longitudinal c n *ᵥ e)) := by
  have hf := frequency_sq h0 hn he
  have hp : deriv (deriv φ) r ≠ 0 := fun h => hl (by rw [← hf, h, zero_mul])
  have ha : e ⬝ᵥ longitudinal c n *ᵥ e ≠ 0 := fun h => hl (by rw [← hf, h, mul_zero])
  rw [modeGruneisen, (hasDerivAt_dynamical hφ hr h0 e).deriv, ← hf]
  simp only [dotProduct_add, dotProduct_smul, smul_eq_mul]
  generalize e ⬝ᵥ longitudinal c n *ᵥ e = a at *
  generalize e ⬝ᵥ transverse c n *ᵥ e = b at *
  field_simp
  ring

/-- Hellmann–Feynman relation: along a differentiable branch of modes, normalised at the
equilibrium length `r > 0` of a `C³` potential, the squared frequency has slope `⟨e, D' e⟩`. -/
theorem hellmann_feynman (hφ : ContDiffAt ℝ 3 φ r) (hr : 0 < r) (h0 : deriv φ r = 0)
    {lam : ℝ → ℝ} {e : ℝ → Fin 3 → ℝ} (hlam : DifferentiableAt ℝ lam r)
    (hd : DifferentiableAt ℝ e r) (hn : e r ⬝ᵥ e r = 1)
    (he : ∀ᶠ s in 𝓝 r, dynamical φ c n s *ᵥ e s = lam s • e s) :
    deriv lam r = e r ⬝ᵥ deriv (fun s => dynamical φ c n s *ᵥ e r) r := by
  have dot : ∀ {v : ℝ → Fin 3 → ℝ} {v' : Fin 3 → ℝ}, HasDerivAt v v' r →
      HasDerivAt (fun s => e s ⬝ᵥ v s) (deriv e r ⬝ᵥ v r + e r ⬝ᵥ v') r := by
    intro v v' hv
    simp only [dotProduct, ← Finset.sum_add_distrib]
    exact HasDerivAt.fun_sum fun i _ =>
      (hasDerivAt_pi.1 hd.hasDerivAt i).fun_mul (hasDerivAt_pi.1 hv i)
  have hD := hasDerivAt_dynamical (c := c) (n := n) hφ hr h0 (e r)
  have hL := dot hD
  have hR := hlam.hasDerivAt.fun_mul (dot (hasDerivAt_const r (e r)))
  -- project the eigenvalue equation on the fixed vector `e r`, using the symmetry of `D`
  have hE : (fun s => e s ⬝ᵥ dynamical φ c n s *ᵥ e r) =ᶠ[𝓝 r]
      fun s => lam s * (e s ⬝ᵥ e r) := by
    filter_upwards [he] with s hs
    have sym : e s ⬝ᵥ dynamical φ c n s *ᵥ e r = e r ⬝ᵥ dynamical φ c n s *ᵥ e s := by
      simp only [dynamical, Matrix.add_mulVec, Matrix.smul_mulVec, dotProduct_add,
        dotProduct_smul, transverse_form, longitudinal_form, dotProduct_comm (e s) (e r),
        mul_comm (n _ ⬝ᵥ e s)]
    rw [sym, hs, dotProduct_smul, smul_eq_mul, dotProduct_comm]
  have h := hL.unique (hR.congr_of_eventuallyEq hE)
  rw [he.self_of_nhds, dotProduct_smul, smul_eq_mul, hn, dotProduct_zero] at h
  rw [hD.deriv]
  linarith

/-- Main theorem: let the volume be `exp s` times its equilibrium value, so that bonds have length
`r exp (s/3)` with `r > 0`. For a differentiable branch of modes of a `C³` potential, normalised and
with positive squared frequency at equilibrium, `-d ln ω / d ln V` is
`-r φ'''/(6 φ'') - ⟨e, B e⟩/(6 ⟨e, A e⟩)` there. -/
theorem gruneisen_central_force (hφ : ContDiffAt ℝ 3 φ r) (hr : 0 < r) (h0 : deriv φ r = 0)
    {lam : ℝ → ℝ} {e : ℝ → Fin 3 → ℝ} (hlam : DifferentiableAt ℝ lam r)
    (hd : DifferentiableAt ℝ e r) (hn : e r ⬝ᵥ e r = 1) (hpos : 0 < lam r)
    (he : ∀ᶠ s in 𝓝 r, dynamical φ c n s *ᵥ e s = lam s • e s) :
    HasDerivAt (fun s => -Real.log (√(lam (r * Real.exp (s / 3)))))
      (-r * deriv (deriv (deriv φ)) r / (6 * deriv (deriv φ) r)
        - (e r ⬝ᵥ transverse c n *ᵥ e r) / (6 * (e r ⬝ᵥ longitudinal c n *ᵥ e r))) 0 := by
  have hx : r * Real.exp (0 / 3) = r := by simp
  have hg : HasDerivAt (fun s : ℝ => r * Real.exp (s / 3)) (r / 3) 0 := by
    refine (((hasDerivAt_id' (0 : ℝ)).div_const 3).exp.const_mul r).congr_deriv ?_
    rw [zero_div, Real.exp_zero]
    ring
  have hl : HasDerivAt lam (deriv lam r) (r * Real.exp (0 / 3)) := by
    rw [hx]
    exact hlam.hasDerivAt
  have hc : HasDerivAt (fun s : ℝ => lam (r * Real.exp (s / 3))) (deriv lam r * (r / 3)) 0 :=
    HasDerivAt.comp (h := fun s : ℝ => r * Real.exp (s / 3)) 0 hl hg
  have h1 : lam (r * Real.exp (0 / 3)) ≠ 0 := by rw [hx]; exact hpos.ne'
  have h2 : √(lam (r * Real.exp (0 / 3))) ≠ 0 := by rw [hx]; exact (Real.sqrt_pos.2 hpos).ne'
  refine ((hc.sqrt h1).log h2).fun_neg.congr_deriv ?_
  rw [← modeGruneisen_eq hφ hr h0 hpos.ne' hn he.self_of_nhds, modeGruneisen,
    ← hellmann_feynman hφ hr h0 hlam hd hn he, hx, div_div, mul_assoc,
    Real.mul_self_sqrt hpos.le]
  ring

/-- For unit bonds with nonnegative weights, a normalised mode of nonzero frequency at an
equilibrium length `r > 0` of a `C³` potential has Grüneisen parameter at most
`-r φ'''/(6 φ'')`. -/
theorem modeGruneisen_le (hφ : ContDiffAt ℝ 3 φ r) (hr : 0 < r) (h0 : deriv φ r = 0)
    (hc : ∀ b, 0 ≤ c b) (hb : ∀ b, n b ⬝ᵥ n b = 1) (hl : l ≠ 0) {e : Fin 3 → ℝ}
    (hn : e ⬝ᵥ e = 1) (he : dynamical φ c n r *ᵥ e = l • e) :
    modeGruneisen φ c n r l e
      ≤ -r * deriv (deriv (deriv φ)) r / (6 * deriv (deriv φ) r) := by
  rw [modeGruneisen_eq hφ hr h0 hl hn he]
  have hA : 0 ≤ e ⬝ᵥ longitudinal c n *ᵥ e := by
    rw [longitudinal_form]
    exact Finset.sum_nonneg fun b _ => mul_nonneg (hc b) (mul_self_nonneg _)
  have hB : 0 ≤ e ⬝ᵥ transverse c n *ᵥ e := by
    rw [transverse_form, hn, mul_one, longitudinal_form, sub_nonneg]
    refine Finset.sum_le_sum fun b _ => mul_le_of_le_one_right (hc b) ?_
    -- Cauchy–Schwarz for the bond direction and the polarisation
    have h := Finset.sum_mul_sq_le_sq_mul_sq Finset.univ (n b) e
    have h1 := hb b
    simp only [dotProduct, ← pow_two] at h1 hn ⊢
    rwa [h1, hn, mul_one] at h
  exact sub_le_self _ (div_nonneg hB (by positivity))

/-- For unit bonds at an equilibrium length `r > 0` of a `C³` potential, the mean Grüneisen
parameter of three orthonormal modes (the rows of `E`) of nonzero frequency, weighted with the
squared frequencies, is `-r φ'''/(6 φ'') - 1/3`; the statement is multiplied by the total weight. -/
theorem weighted_mean_gruneisen (hφ : ContDiffAt ℝ 3 φ r) (hr : 0 < r) (h0 : deriv φ r = 0)
    (hb : ∀ b, n b ⬝ᵥ n b = 1) {E : Matrix (Fin 3) (Fin 3) ℝ} (hE : E * Eᵀ = 1)
    {w : Fin 3 → ℝ} (hw : ∀ i, w i ≠ 0)
    (he : ∀ i, dynamical φ c n r *ᵥ E i = w i • E i) :
    ∑ i, w i * modeGruneisen φ c n r (w i) (E i)
      = (-r * deriv (deriv (deriv φ)) r / (6 * deriv (deriv φ) r) - 1 / 3) * ∑ i, w i := by
  -- the trace of `D` is the sum of the squared frequencies
  have hD : dynamical φ c n r * Eᵀ = Eᵀ * diagonal w := by
    ext i j
    rw [Matrix.mul_diagonal, Matrix.transpose_apply, mul_comm (E j i) (w j)]
    exact congrFun (he j) i
  have hT : trace (dynamical φ c n r) = ∑ i, w i := by
    calc trace (dynamical φ c n r) = trace (dynamical φ c n r * Eᵀ * E) := by
          rw [Matrix.mul_assoc, mul_eq_one_comm.1 hE, Matrix.mul_one]
      _ = trace (diagonal w) := by
          rw [hD, Matrix.trace_mul_comm, ← Matrix.mul_assoc, hE, Matrix.one_mul]
      _ = ∑ i, w i := Matrix.trace_diagonal w
  have hS : deriv (deriv φ) r * ∑ b, c b = ∑ i, w i := by
    rw [← hT]
    simp only [dynamical, h0, zero_div, zero_smul, add_zero, longitudinal, Matrix.trace_smul,
      Matrix.trace_sum, Matrix.trace_vecMulVec, hb, smul_eq_mul, mul_one]
  -- each weighted parameter is affine in the squared frequency
  have key : ∀ i, w i * modeGruneisen φ c n r (w i) (E i)
      = (-r * deriv (deriv (deriv φ)) r / (6 * deriv (deriv φ) r) + 1 / 6) * w i
        - deriv (deriv φ) r * (∑ b, c b) / 6 := by
    intro i
    have hn : E i ⬝ᵥ E i = 1 := by
      have h := congrFun (congrFun hE i) i
      rw [Matrix.one_apply_eq] at h
      exact h
    have hf := frequency_sq h0 hn (he i)
    have ha : E i ⬝ᵥ longitudinal c n *ᵥ E i ≠ 0 :=
      fun h => hw i (by rw [← hf, h, mul_zero])
    rw [modeGruneisen_eq hφ hr h0 (hw i) hn (he i), transverse_form, hn, mul_one]
    generalize E i ⬝ᵥ longitudinal c n *ᵥ E i = a at *
    have hq : w i * (((∑ b, c b) - a) / (6 * a))
        = deriv (deriv φ) r * (∑ b, c b) / 6 - w i / 6 := by
      rw [← hf]
      field_simp
    linear_combination -hq
  rw [Finset.sum_congr rfl fun i _ => key i]
  simp only [Fin.sum_univ_three] at hS ⊢
  linear_combination (-1 / 2) * hS

end

end CentralForceGruneisen
```

```lean
#print axioms CentralForceGruneisen.gruneisen_central_force
-- 'CentralForceGruneisen.gruneisen_central_force' depends on axioms: [propext, Classical.choice, Quot.sound]
#print axioms CentralForceGruneisen.modeGruneisen_le
-- 'CentralForceGruneisen.modeGruneisen_le' depends on axioms: [propext, Classical.choice, Quot.sound]
#print axioms CentralForceGruneisen.weighted_mean_gruneisen
-- 'CentralForceGruneisen.weighted_mean_gruneisen' depends on axioms: [propext, Classical.choice, Quot.sound]
```

## The frequency shift as a derivative

Let φ be the pair potential and r the bond length. Bond b has direction n_b and weight c_b, and e is the polarisation vector of the mode. The matrices `longitudinal`, `transverse` and `dynamical` are

A = ∑_b c_b n_b n_bᵀ

B = ∑_b c_b (I − n_b n_bᵀ)

D(r) = φ''(r) A + (φ'(r)/r) B.

The main theorem, `gruneisen_central_force`, says that −ln ω, as a function of ln V, has at equilibrium the derivative

γ = −r φ'''/(6φ'') − ⟨e,Be⟩/(6⟨e,Ae⟩).

In the code `⬝ᵥ` is the scalar product and `*ᵥ` applies a matrix to a vector. In the conclusion of the main theorem the variable `s` is ln(V/V₀), with V₀ the equilibrium volume, so bonds have length `r * Real.exp (s / 3)`. In its hypothesis `he` and in the lemmas `s` is the bond length itself. The function `lam` gives ω², and the condition `he` states the eigenvalue equation for all bond lengths near r.

The hypothesis `h0`, φ'(r) = 0, means that the bonds carry no force at the reference volume. With `hφ` the potential is three times continuously differentiable there, and `hpos` makes ω² positive. The mode is normalised at r only.

The theorem also assumes that `lam` and `e` are differentiable at r. Such a branch is always available in this model: B equals (∑_b c_b) I − A, so an eigenvector of A is an eigenvector of D at every bond length, and a constant e will do.

## What the weights stand for

Expanding the energy of one bond in the relative displacement u of its ends gives the second-order term

½ [φ'' (n·u)² + (φ'/r)(|u|² − (n·u)²)].

The first part comes from the stiffness along the bond, the second from the sideways restoring force of a bond under tension. For a plane wave with wave vector q in a crystal of atoms of mass M, summing over all neighbours at positions R_b gives D with c_b = (1 − cos q·R_b)/M. Under uniform expansion a mode is followed at fixed q relative to the reciprocal lattice, so q scales as 1/r. Then q·R_b and the bond directions stay fixed, and the weights are constants.

This reading needs unit vectors n_b and gives c_b ≥ 0, but the main theorem uses neither condition. The model leaves out several atoms per cell, neighbour shells of different lengths, angular forces and anisotropic strain.

For a crystal with a single shell of tension-free central-force bonds, the formula provides a reference value for Grüneisen parameters obtained by finite differences in quasi-harmonic calculations.

## Tension enters through its slope

By the quotient rule, (φ'/r)' = φ''/r − φ'/r². At equilibrium the last term vanishes, so

D'(r) = φ''' A + (φ''/r) B.

This is `hasDerivAt_dynamical`, applied to a fixed displacement. Its proof gets the differentiability of φ' and φ'' from `hφ`, and `h0` removes the extra term. Although the tension itself is zero, its growth on expansion contributes.

At equilibrium D = φ''A. Taking the scalar product of De = ω²e with the unit vector e gives `frequency_sq`:

ω² = φ'' ⟨e,Ae⟩.

Since ω² ≠ 0, neither factor is zero, and both may be divided by.

## From the eigenvalue equation to γ

Write λ(s) for ω² at bond length s, and e = e(r). Because D(s) is symmetric, projecting the eigenvalue equation on the fixed vector e gives

⟨e(s), D(s)e⟩ = λ(s) ⟨e(s), e⟩.

Differentiating at s = r yields

⟨e',De⟩ + ⟨e,D'e⟩ = λ'⟨e,e⟩ + λ⟨e',e⟩.

With De = λe and ⟨e,e⟩ = 1, the terms containing e' cancel, which leaves λ' = ⟨e,D'e⟩. In `hellmann_feynman`, `hE` is the projected equation and `dot` the product rule. The two sides have the same derivative by `hL.unique`, and `linarith` does the cancellation. The symmetry comes from `longitudinal_form` and `transverse_form`, which write out the two bilinear forms.

Since dr/d ln V = r/3, the chain rule gives

−d ln √λ/d ln V = −(1/(2λ)) λ' (r/3) = −r⟨e,D'e⟩/(6λ).

The last expression is the definition `modeGruneisen`. Inserting D' and λ gives

γ = −r [φ'''⟨e,Ae⟩ + (φ''/r)⟨e,Be⟩] / (6φ''⟨e,Ae⟩),

which splits into the two terms of the result. The lemma `modeGruneisen_eq` does this algebra with `field_simp` and `ring`. The main theorem composes the derivatives of the exponential, `lam`, the square root and the logarithm, and then rewrites with the two lemmas.

## An upper bound and a mean

Put C = ∑_b c_b. For a unit vector e, `transverse_form` gives ⟨e,Be⟩ = C − ⟨e,Ae⟩, and therefore

γ = −r φ'''/(6φ'') + 1/6 − φ''C/(6ω²).

In a given crystal at fixed C, γ is thus affine in 1/ω².

If the bonds are unit vectors and the weights nonnegative, Cauchy–Schwarz gives (n_b·e)² ≤ 1, so ⟨e,Be⟩ ≥ 0. The transverse term can then only lower γ, and `modeGruneisen_le` states the bound γ ≤ −r φ'''/(6φ'').

For three orthonormal modes, the rows of `E`, with nonzero squared frequencies w_i, the trace of D gives ∑_i w_i = φ''C when the bonds are unit vectors. Multiplying the affine formula by w_i and summing yields

∑_i w_i γ_i = (−r φ'''/(6φ'') + 1/6) ∑_i w_i − φ''C/2 = (−r φ'''/(6φ'') − 1/3) ∑_i w_i.

This is `weighted_mean_gruneisen`. In its proof `hT` evaluates the trace, `key` is the affine formula times w_i, and `linear_combination` adds up. When the w_i are positive, the weighted mean depends on the potential and the bond length but not on the bond directions.

## Bonds that already carry a force

The same argument applies to a crystal under pressure, where φ'(r) ≠ 0, though the file does not treat that case. Keeping the term −φ'/r² in D' and the transverse part of ω², one finds for ω² > 0

γ = −[r φ'''⟨e,Ae⟩ + (φ'' − φ'/r)⟨e,Be⟩] / (6[φ''⟨e,Ae⟩ + (φ'/r)⟨e,Be⟩]).

Setting φ' = 0 returns the earlier formula.
